# Absolute Convergence and Closed Form of the Multimode Huang–Rhys Phonon Sum

Take $N$ vibrational modes, numbered $k=0,\dots,N-1$, with real Huang–Rhys factors $S_k$ and real angular frequencies $w_k$. Let $n=(n_0,\dots,n_{N-1})$ run over all phonon occupations, with each $n_k$ a natural number including zero. For every real time $t$ the sum on the left converges absolutely, and

$$
\sum_{n}\ \prod_{k} e^{-S_k}\frac{S_k^{n_k}}{n_k!}\,e^{i t n_k w_k}
=\exp\Big(\sum_k S_k\,\big(e^{i t w_k}-1\big)\Big).
$$

The physical case is $S_k\ge 0$ and $w_k>0$, but the identity holds for all real values of both.

## Displaced oscillators and their phonon lines

When a defect changes its electronic state, the surrounding atoms relax to new equilibrium positions. In the simplest model each mode is a harmonic oscillator whose minimum moves while its frequency stays the same. If the mode starts in its vibrational ground state, the squared overlap with the $m$-phonon state of the displaced oscillator is the Poisson weight

$$
p_s(m)=e^{-s}\frac{s^m}{m!},
$$

where $s=w\,(\Delta Q)^2/(2\hbar)$ is the Huang–Rhys factor of a mode with angular frequency $w>0$ whose minimum moves by the mass-weighted displacement $\Delta Q$. This weight is taken here as a definition; the overlap integral behind it is not computed.

Write $L(t)$ for the sum over occupations above. Each occupation contributes its joint weight times the phase that its phonons collect up to time $t$. The phase of the zero-phonon transition and any broadening are left out, and the positive sign in the exponent is a convention. Up to such factors and a frequency-dependent prefactor of the intensity, the Fourier transform of $L$ gives the zero-phonon line together with its phonon sideband.

The closed form replaces a sum over infinitely many occupations by a finite sum in an exponent, with one term per mode. It can thus be used to compute defect luminescence lineshapes from supercell phonons, within the model of finitely many independent, linearly coupled harmonic modes at zero temperature.

## The statement in Lean's terms

A list of Huang–Rhys factors or frequencies is a function `Fin N → ℝ`, and an occupation is a function `Fin N → ℕ`. The weight $p_s(m)$ is `fcWeight s m`, one summand of $L(t)$ is `phononTerm S w t n`, and $L(t)$ itself is `lineshape S w t`, an infinite sum over all occupations.

The theorem `lineshape_eq_exp` has two parts. The first says that the absolute values of the summands have a finite sum. The second gives the value of $L(t)$. The first part matters for reading the second, because Lean assigns the value zero to an infinite sum that does not converge.

There is no hypothesis on the signs of $S_k$ or $w_k$, and $N=0$ is allowed: there is then one empty occupation, and both sides equal one. A mode with $S_k=0$ has weight one for no phonons and zero otherwise, since $0^0=1$.

Three further results describe $L$ and its weights:

- `norm_lineshape` gives the modulus of $L(t)$.
- `norm_lineshape_eq_one_iff` says when that modulus is one. It alone assumes $S_k\ge 0$, through `hS`, which holds physically because $S_k$ comes from the square of a real displacement.
- `mean_phonon_frequency` gives the weighted mean of $\sum_k n_k w_k$.

Frequency changes between the two electronic states, mixing of the modes, thermal occupation of the initial state, a transition dipole that depends on the atomic positions and a continuum of modes all lie beyond this model.

## Summing one mode

The phase of $m$ phonons is the $m$-th power of the phase of one phonon, so

$$
\sum_{m=0}^{\infty} p_s(m)\,e^{i t m w}
=e^{-s}\sum_{m=0}^{\infty}\frac{(s\,e^{i t w})^m}{m!}
=e^{-s}\exp\big(s\,e^{i t w}\big)
=\exp\big(s(e^{i t w}-1)\big).
$$

The phases have modulus one, so the absolute values sum to $e^{-s}e^{|s|}$, which is finite.

## Joining the modes

Let $f_k(m)=p_{S_k}(m)\,e^{i t m w_k}$, with sum $a_k=\exp(S_k(e^{i t w_k}-1))$. For no modes the claim is $1=1$. Suppose that it holds for $N$ modes, and consider $N+1$. Split an occupation into $n_0$ and the remaining numbers $q_k=n_{k+1}$, and let $g(q)=\prod_{k=0}^{N-1} f_{k+1}(q_k)$. Then

$$
\sum_{n_0,q}|f_0(n_0)\,g(q)|=\Big(\sum_{n_0}|f_0(n_0)|\Big)\Big(\sum_q|g(q)|\Big)<\infty .
$$

Absolute convergence allows the double sum to be factorised:

$$
\sum_{n_0,q}f_0(n_0)\,g(q)=a_0\prod_{k=0}^{N-1}a_{k+1}.
$$

This completes the induction. The product of the exponentials $a_k$ is the exponential of the sum of their exponents, which is the stated result.

## Loss and return of phase

Since $|e^z|=e^{\operatorname{Re}z}$ and the real part of $e^{i t w_k}-1$ is $\cos(t w_k)-1$,

$$
|L(t)|=\exp\Big(-\sum_k S_k\,\big(1-\cos(t w_k)\big)\Big).
$$

Now let all $S_k\ge 0$. The modulus is one exactly when the sum in the exponent vanishes. Its terms are nonnegative, so each of them must vanish: for every $k$, either $S_k=0$ or $\cos(t w_k)=1$. The phase $t w_k$ of every coupled mode is then a whole multiple of $2\pi$. The sign condition is needed: two modes with the same nonzero frequency and factors $1$ and $-1$ would give modulus one at all times.

For nonnegative factors the formula also shows that $|L(t)|$ never falls below $\exp(-2\sum_k S_k)$. So the signal does not die out. With finitely many modes its spectrum is a set of sharp lines, and a smooth computed spectrum needs some added broadening.

## The mean total phonon frequency

At $t=0$ the single-mode sum gives $\sum_m p_s(m)=1$. For the mean phonon number, the term $m=0$ contributes nothing, and $(m+1)\,p_s(m+1)=s\,p_s(m)$. Hence

$$
\sum_{m=0}^{\infty} m\,p_s(m)=s\sum_{m=0}^{\infty}p_s(m)=s .
$$

For several modes, the mean of $n_k$ over joint occupations factorises. Mode $k$ gives $S_k$ and every other mode gives one. Multiplying by $w_k$ and adding over the modes,

$$
\sum_n\Big(\prod_j p_{S_j}(n_j)\Big)\sum_k n_k w_k=\sum_k S_k w_k .
$$

Times $\hbar$, this is the relaxation energy of the displaced-oscillator model.

## The Lean file

```lean
import Mathlib

open Complex

namespace HuangRhysLineshape

noncomputable section

/-- The Franck-Condon weight `exp(-s) s^m / m!` of the `m`-phonon line of one mode with
Huang-Rhys factor `s`. -/
def fcWeight (s : ℝ) (m : ℕ) : ℝ := Real.exp (-s) * s ^ m / (m.factorial : ℝ)

/-- The contribution of the phonon occupation `n` to the time-domain lineshape: for each mode,
its Franck-Condon weight times the phase collected by its `n k` phonons up to time `t`. -/
def phononTerm {N : ℕ} (S w : Fin N → ℝ) (t : ℝ) (n : Fin N → ℕ) : ℂ :=
  ∏ k, (fcWeight (S k) (n k) : ℂ) * cexp (I * t * (n k * w k))

/-- The time-domain lineshape function: the sum of the contributions of all phonon
occupations. -/
def lineshape {N : ℕ} (S w : Fin N → ℝ) (t : ℝ) : ℂ :=
  ∑' n : Fin N → ℕ, phononTerm S w t n

/-- Independent modes factorise: if the series of each mode converges absolutely, the series over
joint occupations converges absolutely to the product of the single-mode sums. -/
theorem hasSum_prod_modes {R : Type*} [NormedCommRing R] [CompleteSpace R] {N : ℕ}
    (f : Fin N → ℕ → R) (a : Fin N → R)
    (hf : ∀ k, Summable fun m => ‖f k m‖) (ha : ∀ k, HasSum (f k) (a k)) :
    Summable (fun n : Fin N → ℕ => ‖∏ k, f k (n k)‖) ∧
      HasSum (fun n : Fin N → ℕ => ∏ k, f k (n k)) (∏ k, a k) := by
  induction N with
  | zero =>
    refine ⟨(hasSum_unique _).summable, ?_⟩
    have e : ∏ k, a k = ∏ k, f k ((default : Fin 0 → ℕ) k) := by simp
    rw [e]
    exact hasSum_unique (fun n : Fin 0 → ℕ => ∏ k, f k (n k))
  | succ N ih =>
    have hi := ih (fun k => f k.succ) (fun k => a k.succ)
      (fun k => hf k.succ) (fun k => ha k.succ)
    -- `g` is the contribution of all modes but the first
    obtain ⟨g, hg⟩ : ∃ g : (Fin N → ℕ) → R, g = fun q => ∏ k : Fin N, f k.succ (q k) :=
      ⟨_, rfl⟩
    have h1 : Summable fun q => ‖g q‖ := by
      rw [hg]
      exact hi.1
    have h2 : HasSum g (∏ k : Fin N, a k.succ) := by
      rw [hg]
      exact hi.2
    -- split off the occupation of the first mode
    obtain ⟨e, he0⟩ : ∃ e : ℕ × (Fin N → ℕ) ≃ (Fin (N + 1) → ℕ),
        ∀ p, e p 0 = p.1 ∧ ∀ k : Fin N, e p k.succ = p.2 k :=
      ⟨Fin.consEquiv (fun _ => ℕ), fun p => ⟨rfl, fun _ => rfl⟩⟩
    have he : ∀ p, ∏ k, f k (e p k) = f 0 p.1 * g p.2 := by
      intro p
      rw [Fin.prod_univ_succ, (he0 p).1, hg]
      simp only [(he0 p).2]
    have hs : Summable fun p : ℕ × (Fin N → ℕ) => ‖f 0 p.1 * g p.2‖ :=
      (hf 0).mul_norm h1
    have hp := (ha 0).mul h2 hs.of_norm
    constructor
    · rw [← e.summable_iff]
      simpa only [Function.comp_def, he] using hs
    · rw [← e.hasSum_iff, Fin.prod_univ_succ]
      simpa only [Function.comp_def, he] using hp

/-- One mode: the phonon progression, each line with its phase, converges absolutely to
`exp(s (exp(i t w) - 1))`. -/
theorem hasSum_single_mode (s w t : ℝ) :
    Summable (fun m : ℕ => ‖(fcWeight s m : ℂ) * cexp (I * t * (m * w))‖) ∧
      HasSum (fun m : ℕ => (fcWeight s m : ℂ) * cexp (I * t * (m * w)))
        (cexp (s * (cexp (I * t * w) - 1))) := by
  -- each term is `exp(-s)` times a term of the exponential series at `z = s exp(i t w)`
  have hterm : ∀ m : ℕ, (fcWeight s m : ℂ) * cexp (I * t * (m * w)) =
      cexp (-s) * ((s * cexp (I * t * w)) ^ m / (m.factorial : ℂ)) := by
    intro m
    have hphase : cexp (I * t * (m * w)) = cexp (I * t * w) ^ m := by
      rw [← Complex.exp_nat_mul]
      congr 1
      ring
    rw [hphase, fcWeight]
    push_cast
    ring
  have hn : ∀ z : ℂ, Summable fun m : ℕ => ‖z ^ m / (m.factorial : ℂ)‖ := by
    intro z
    simpa [norm_div, norm_pow] using Real.summable_pow_div_factorial ‖z‖
  have hexp : ∀ z : ℂ, HasSum (fun m : ℕ => z ^ m / (m.factorial : ℂ)) (cexp z) := by
    intro z
    rw [Complex.exp_eq_exp_ℂ, NormedSpace.exp_eq_tsum_div]
    exact (hn z).of_norm.hasSum
  have hval : cexp (s * (cexp (I * t * w) - 1)) =
      cexp (-s) * cexp (s * cexp (I * t * w)) := by
    rw [← Complex.exp_add]
    congr 1
    ring
  simp only [hterm, hval]
  refine ⟨?_, (hexp _).mul_left _⟩
  simp only [norm_mul (cexp (-(s : ℂ)))]
  exact (hn _).mul_left _

/-- Multimode Huang-Rhys generating function: at every time `t` the sum over all phonon
occupations converges absolutely, and it equals `exp(∑ S_k (exp(i t w_k) - 1))`. -/
theorem lineshape_eq_exp {N : ℕ} (S w : Fin N → ℝ) (t : ℝ) :
    Summable (fun n : Fin N → ℕ => ‖phononTerm S w t n‖) ∧
      lineshape S w t = cexp (∑ k, S k * (cexp (I * t * w k) - 1)) := by
  have h := hasSum_prod_modes
    (fun k (m : ℕ) => (fcWeight (S k) m : ℂ) * cexp (I * t * (m * w k)))
    (fun k => cexp (S k * (cexp (I * t * w k) - 1)))
    (fun k => (hasSum_single_mode (S k) (w k) t).1)
    (fun k => (hasSum_single_mode (S k) (w k) t).2)
  refine ⟨h.1, ?_⟩
  rw [Complex.exp_sum]
  exact h.2.tsum_eq

/-- The modulus of the lineshape function is `exp(-∑ S_k (1 - cos(t w_k)))`. -/
theorem norm_lineshape {N : ℕ} (S w : Fin N → ℝ) (t : ℝ) :
    ‖lineshape S w t‖ = Real.exp (-∑ k, S k * (1 - Real.cos (t * w k))) := by
  rw [(lineshape_eq_exp S w t).2, Complex.norm_exp]
  congr 1
  rw [Complex.re_sum, ← Finset.sum_neg_distrib]
  refine Finset.sum_congr rfl fun k _ => ?_
  have hphase : I * t * w k = ((t * w k : ℝ) : ℂ) * I := by
    push_cast
    ring
  rw [hphase, Complex.re_ofReal_mul, Complex.sub_re, Complex.exp_ofReal_mul_I_re,
    Complex.one_re]
  ring

/-- Complete rephasing: for nonnegative Huang-Rhys factors the lineshape function has modulus one
at time `t` exactly when every mode with nonzero Huang-Rhys factor has `cos(t w_k) = 1`. -/
theorem norm_lineshape_eq_one_iff {N : ℕ} (S w : Fin N → ℝ) (hS : ∀ k, 0 ≤ S k) (t : ℝ) :
    ‖lineshape S w t‖ = 1 ↔ ∀ k, S k ≠ 0 → Real.cos (t * w k) = 1 := by
  have hpos : ∀ k ∈ Finset.univ, 0 ≤ S k * (1 - Real.cos (t * w k)) := fun k _ =>
    mul_nonneg (hS k) (by linarith [Real.cos_le_one (t * w k)])
  rw [norm_lineshape, Real.exp_eq_one_iff, neg_eq_zero,
    Finset.sum_eq_zero_iff_of_nonneg hpos]
  constructor
  · intro h k hk
    have h1 := (mul_eq_zero.mp (h k (Finset.mem_univ k))).resolve_left hk
    linarith
  · intro h k _
    by_cases hk : S k = 0
    · rw [hk, zero_mul]
    · rw [h k hk, sub_self, mul_zero]

/-- The Franck-Condon weights of one mode add up to one, and the mean phonon number is the
Huang-Rhys factor. -/
theorem fcWeight_total_and_mean (s : ℝ) :
    HasSum (fcWeight s) 1 ∧ HasSum (fun m : ℕ => fcWeight s m * (m : ℝ)) s := by
  have htotal : HasSum (fcWeight s) 1 := by
    -- the generating function at time zero
    have h := (hasSum_single_mode s 0 0).2
    simp only [Complex.ofReal_zero, mul_zero, Complex.exp_zero, mul_one, sub_self] at h
    simpa using Complex.reCLM.hasSum h
  refine ⟨htotal, ?_⟩
  have hshift : ∀ m : ℕ, fcWeight s (m + 1) * ((m + 1 : ℕ) : ℝ) = s * fcWeight s m := by
    intro m
    have h1 : (m : ℝ) + 1 ≠ 0 := by positivity
    have h2 : (m.factorial : ℝ) ≠ 0 := by positivity
    rw [fcWeight, fcWeight, Nat.factorial_succ, pow_succ]
    push_cast
    field_simp
  rw [← hasSum_nat_add_iff' 1]
  simp only [hshift]
  simpa using htotal.mul_left s

/-- The mean total phonon frequency `∑ n_k w_k`, weighted with the Franck-Condon weights of all
occupations, is `∑ S_k w_k`. -/
theorem mean_phonon_frequency {N : ℕ} (S w : Fin N → ℝ) :
    HasSum (fun n : Fin N → ℕ => (∏ k, fcWeight (S k) (n k)) * ∑ k, (n k : ℝ) * w k)
      (∑ k, S k * w k) := by
  -- the mean occupation of mode `k`, with all other modes summed to one
  have hk : ∀ k, HasSum (fun n : Fin N → ℕ => (∏ j, fcWeight (S j) (n j)) * (n k : ℝ))
      (S k) := by
    intro k
    have ha : ∀ j, HasSum (fun m : ℕ => fcWeight (S j) m * (if j = k then (m : ℝ) else 1))
        (if j = k then S j else 1) := by
      intro j
      by_cases h : j = k
      · simpa only [if_pos h] using (fcWeight_total_and_mean (S j)).2
      · simpa only [if_neg h, mul_one] using (fcWeight_total_and_mean (S j)).1
    have hn : ∀ j, Summable fun m : ℕ =>
        ‖fcWeight (S j) m * (if j = k then (m : ℝ) else 1)‖ := fun j => (ha j).summable.norm
    have h := (hasSum_prod_modes
      (fun j (m : ℕ) => fcWeight (S j) m * (if j = k then (m : ℝ) else 1))
      (fun j => if j = k then S j else 1) hn ha).2
    simpa only [Finset.prod_mul_distrib, Finset.prod_ite_eq', Finset.mem_univ, if_true] using h
  have h := hasSum_sum (fun k (_ : k ∈ Finset.univ) => (hk k).mul_right (w k))
  simpa only [Finset.mul_sum, mul_assoc] using h

end

end HuangRhysLineshape
```

```lean
#print axioms HuangRhysLineshape.lineshape_eq_exp
-- 'HuangRhysLineshape.lineshape_eq_exp' depends on axioms: [propext, Classical.choice, Quot.sound]
#print axioms HuangRhysLineshape.norm_lineshape_eq_one_iff
-- 'HuangRhysLineshape.norm_lineshape_eq_one_iff' depends on axioms: [propext, Classical.choice, Quot.sound]
#print axioms HuangRhysLineshape.mean_phonon_frequency
-- 'HuangRhysLineshape.mean_phonon_frequency' depends on axioms: [propext, Classical.choice, Quot.sound]
```

## From one mode to many in the code

**Independent modes.** `hasSum_prod_modes` is the induction over modes. In the case `zero` there is a single empty occupation, and `hasSum_unique` evaluates the sum. In the case `succ` the map `e` identifies a pair $(n_0,q)$ with an occupation of $N+1$ modes, and `he` records that the product splits into $f_0(n_0)\,g(q)$. Absolute convergence of the double series is `hs`, and its value is `hp`. The last lines carry both back along `e`. The lemma is stated for a complete normed commutative ring `R`, because it is used for complex terms in the lineshape and for real terms in the mean.

**The exponential series.** In `hasSum_single_mode`, `hterm` rewrites each summand as $e^{-s}$ times a term of the exponential series at $z=s\,e^{i t w}$. The step `hn` gives absolute convergence of that series, `hexp` gives its sum, and `hval` combines the two exponentials.

**The main identity.** `lineshape_eq_exp` applies the first lemma to the series of the second. `Complex.exp_sum` turns the exponential of a sum into the product that the first lemma delivers.

**Modulus and rephasing.** `norm_lineshape` takes the real part of the exponent mode by mode. In `norm_lineshape_eq_one_iff`, `hpos` states that the terms $S_k(1-\cos(t w_k))$ are nonnegative, and `Finset.sum_eq_zero_iff_of_nonneg` then reduces a vanishing sum to vanishing terms. The two directions that remain treat the alternatives $S_k=0$ and $\cos(t w_k)=1$.

**Means.** `fcWeight_total_and_mean` obtains the total weight as the real part of the single-mode sum at time zero. Its `hshift` is the relation between $p_s(m+1)$ and $p_s(m)$, and `hasSum_nat_add_iff'` removes the term $m=0$. In `mean_phonon_frequency` the number $n_k$ is written as a product over all modes $j$, with factor $n_j$ for $j=k$ and one otherwise. The sum then has the product form that `hasSum_prod_modes` requires, and `hasSum_sum` adds the contributions of the modes, each multiplied by its frequency.
